# The Singlet CSFs of K Orbitals, Summed over All Even Electron Numbers, Number catalan(K+1)

## Why M = 0 determinants overcount singlets

Suppose the singlet space of K spatial orbitals, taken over all even electron numbers, is sized by counting the determinants with spin projection M = 0. For K ≥ 2 the result is too large, because these determinants also span the M = 0 components of multiplets with S ≥ 1. With two orbitals and all even electron numbers there are six such determinants but only five singlets.

The right count is that of configuration state functions (CSFs), the spin-adapted basis functions. For 2a electrons and spin zero it is C(K+1,a+1) C(K+1,a)/(K+1), and its sum over a = 0, …, K is the Catalan number catalan(K+1), where catalan(n) = C(2n,n)/(n+1).

## Step vectors and the two theorems

A CSF is built orbital by orbital. Each orbital is empty, singly occupied with its spin coupled up or down, or doubly occupied. "Up" and "down" mean that the intermediate total spin rises or falls by 1/2, not that the electron has a definite spin projection.

In Lean, `StepVector K a b` is the type of such sequences with N = 2a + b electrons and spin S = b/2. Since `b` is a natural number, the intermediate spin never becomes negative. `csfCount K a b` is the number of elements of this type, so no dimension formula enters the definition.

`total_singlets` says that, for every natural K, the counts with b = 0 sum to `catalan (K + 1)`. `sum_singlet_dimensions` says the same of the binomial expression, with division in ℚ.

That step vectors label a complete, independent set of spin eigenfunctions, one per multiplet, is the standard result of genealogical coupling and is taken from physics here. The orbital set is finite, with no point-group symmetry or excitation limit imposed.

## From the last orbital to the Catalan number

Write D(K,a,b) for the count. Terms with a negative index are zero. Removing the last orbital gives

D(K+1,a,b) = D(K,a,b) + D(K,a,b−1) + D(K,a−1,b+1) + D(K,a−1,b).

The solution is the number of determinants with M = S minus the number with M = S+1:

D(K,a,b) = C(K,a) C(K,a+b) − C(K,a−1) C(K,a+b+1).

At K = 0 both sides are 1 for a = b = 0 and 0 otherwise. For the induction step, Pascal's rule splits each product at K+1 into four products at K, and these pair off into the four terms of the recursion. At b = 0 the "up" term is absent, and the formula agrees: C(K,a) C(K,a−1) − C(K,a−1) C(K,a) = 0.

Now set n = K+1 and q = a+b+1. Then

C(K,a) = (n−a)/n · C(n,a),  C(K,a−1) = a/n · C(n,a),

C(K,q−1) = q/n · C(n,q),  C(K,q) = (n−q)/n · C(n,q).

Since (n−a)q − a(n−q) = n(q−a) = n(b+1), the difference becomes the Weyl–Paldus formula

D(K,a,b) = (b+1)/n · C(n,a) C(n,a+b+1).

Replacing C(n,a) by C(n,n−a) and using Vandermonde's identity gives

Σₐ C(n,a) C(n,a+b+1) = C(2n,n+b+1).

The term a = n vanishes, so a runs from 0 to K. At b = 0,

Σₐ D(K,a,0) = C(2n,n+1)/n = C(2n,n)/(n+1) = catalan(K+1).

## Two orbitals by hand

For K = 2 the terms are

a = 0: 3·1/3 = 1,  a = 1: 3·3/3 = 3,  a = 2: 1·3/3 = 1.

Their sum is 5 = catalan(3). The three two-electron singlets are two closed shells and one open-shell singlet.

## Block sizes in a six-site Hubbard cluster

In exact diagonalisation of a six-site, one-orbital-per-site Hubbard cluster, the Hamiltonian conserves N and S. Its singlet blocks for N = 0, 2, …, 12 have dimensions 1, 21, 105, 175, 105, 21, 1. A grand-canonical trace over singlets therefore runs over 429 = catalan(7) states.

## The complete Lean file

```lean
import Mathlib

namespace SingletCSFCatalan

/-- Step vectors of genealogically coupled CSFs with `K` spatial orbitals, `2 * a + b` electrons
and total spin `b / 2`. Each orbital is empty, singly occupied with its spin coupled up or down,
or doubly occupied. -/
inductive StepVector : ℕ → ℕ → ℕ → Type
  | vacuum : StepVector 0 0 0
  | empty {K a b : ℕ} : StepVector K a b → StepVector (K + 1) a b
  | up {K a b : ℕ} : StepVector K a b → StepVector (K + 1) a (b + 1)
  | down {K a b : ℕ} : StepVector K a (b + 1) → StepVector (K + 1) (a + 1) b
  | double {K a b : ℕ} : StepVector K a b → StepVector (K + 1) (a + 1) b

/-- The number of CSFs with `K` orbitals, `2 * a + b` electrons and spin `b / 2`. -/
noncomputable def csfCount (K a b : ℕ) : ℕ := Nat.card (StepVector K a b)

/-- Every CSF of `K` orbitals satisfies `a + b ≤ K`. -/
theorem orbital_bound {K a b : ℕ} (w : StepVector K a b) : a + b ≤ K := by
  induction w <;> omega

/-- Removing the last orbital of a CSF without electrons. -/
def splitZeroZero (K : ℕ) : StepVector (K + 1) 0 0 ≃ StepVector K 0 0 where
  toFun := fun | .empty w => w
  invFun := fun w => .empty w
  left_inv := fun w => by cases w; rfl
  right_inv := fun _ => rfl

/-- Removing the last orbital of a high-spin CSF, in which all electrons are coupled up. -/
def splitZeroSucc (K b : ℕ) :
    StepVector (K + 1) 0 (b + 1) ≃ StepVector K 0 (b + 1) ⊕ StepVector K 0 b where
  toFun := fun
    | .empty w => .inl w
    | .up w => .inr w
  invFun := fun
    | .inl w => .empty w
    | .inr w => .up w
  left_inv := fun w => by cases w <;> rfl
  right_inv := by rintro (w | w) <;> rfl

/-- Removing the last orbital of a singlet CSF with at least two electrons. -/
def splitSuccZero (K a : ℕ) : StepVector (K + 1) (a + 1) 0 ≃
    StepVector K (a + 1) 0 ⊕ (StepVector K a 1 ⊕ StepVector K a 0) where
  toFun := fun
    | .empty w => .inl w
    | .down w => .inr (.inl w)
    | .double w => .inr (.inr w)
  invFun := fun
    | .inl w => .empty w
    | .inr (.inl w) => .down w
    | .inr (.inr w) => .double w
  left_inv := fun w => by cases w <;> rfl
  right_inv := by rintro (w | w | w) <;> rfl

/-- Removing the last orbital of a CSF with nonzero spin and at least one `down` or `double` step.
-/
def splitSuccSucc (K a b : ℕ) : StepVector (K + 1) (a + 1) (b + 1) ≃
    StepVector K (a + 1) (b + 1) ⊕ (StepVector K (a + 1) b ⊕
      (StepVector K a (b + 2) ⊕ StepVector K a (b + 1))) where
  toFun := fun
    | .empty w => .inl w
    | .up w => .inr (.inl w)
    | .down w => .inr (.inr (.inl w))
    | .double w => .inr (.inr (.inr w))
  invFun := fun
    | .inl w => .empty w
    | .inr (.inl w) => .up w
    | .inr (.inr (.inl w)) => .down w
    | .inr (.inr (.inr w)) => .double w
  left_inv := fun w => by cases w <;> rfl
  right_inv := by rintro (w | w | w | w) <;> rfl

/-- There are finitely many CSFs for given orbitals, electrons and spin. -/
instance finite_stepVector (K a b : ℕ) : Finite (StepVector K a b) := by
  induction K generalizing a b with
  | zero =>
    have : Subsingleton (StepVector 0 a b) := ⟨fun x y => by cases x; cases y; rfl⟩
    infer_instance
  | succ K ih =>
    rcases a with _ | a <;> rcases b with _ | b
    · exact Finite.of_equiv _ (splitZeroZero K).symm
    · exact Finite.of_equiv _ (splitZeroSucc K b).symm
    · exact Finite.of_equiv _ (splitSuccZero K a).symm
    · exact Finite.of_equiv _ (splitSuccSucc K a b).symm

/-- With all `b` electrons coupled up, there is one CSF for each choice of `b` orbitals. -/
theorem csfCount_highSpin (K b : ℕ) : csfCount K 0 b = K.choose b := by
  induction K generalizing b with
  | zero =>
    rcases b with _ | b
    · exact Nat.card_eq_one_iff_unique.mpr
        ⟨⟨fun x y => by cases x; cases y; rfl⟩, ⟨.vacuum⟩⟩
    · have : IsEmpty (StepVector 0 0 (b + 1)) := ⟨fun w => by cases w⟩
      exact Nat.card_of_isEmpty
  | succ K ih =>
    rcases b with _ | b
    · exact (Nat.card_congr (splitZeroZero K)).trans ((ih 0).trans (by simp))
    · unfold csfCount
      rw [Nat.card_congr (splitZeroSucc K b), Nat.card_sum]
      change csfCount K 0 (b + 1) + csfCount K 0 b = _
      rw [ih, ih, Nat.choose_succ_succ', add_comm]

/-- Recursion in the number of orbitals for singlets with at least two electrons. -/
theorem csfCount_succ_zero (K a : ℕ) : csfCount (K + 1) (a + 1) 0 =
    csfCount K (a + 1) 0 + (csfCount K a 1 + csfCount K a 0) := by
  unfold csfCount
  rw [Nat.card_congr (splitSuccZero K a), Nat.card_sum, Nat.card_sum]

/-- Recursion in the number of orbitals for CSFs with nonzero spin and at least one `down` or
`double` step. -/
theorem csfCount_succ_succ (K a b : ℕ) : csfCount (K + 1) (a + 1) (b + 1) =
    csfCount K (a + 1) (b + 1) + (csfCount K (a + 1) b +
      (csfCount K a (b + 2) + csfCount K a (b + 1))) := by
  unfold csfCount
  rw [Nat.card_congr (splitSuccSucc K a b), Nat.card_sum, Nat.card_sum, Nat.card_sum]

/-- The CSFs of spin `S = b / 2` with `2 * (a + 1) + b` electrons number the determinants
with `M = S` minus those with `M = S + 1`. -/
theorem csfCount_eq_sub (K a b : ℕ) : (csfCount K (a + 1) b : ℤ) =
    K.choose (a + 1) * K.choose (a + b + 1) - K.choose a * K.choose (a + b + 2) := by
  induction K generalizing a b with
  | zero =>
    have : IsEmpty (StepVector 0 (a + 1) b) := ⟨fun w => by cases w⟩
    have h : csfCount 0 (a + 1) b = 0 := Nat.card_of_isEmpty
    rw [h, Nat.choose_eq_zero_of_lt (show 0 < a + 1 by omega),
      Nat.choose_eq_zero_of_lt (show 0 < a + b + 2 by omega)]
    simp
  | succ K ih =>
    -- remove the last orbital on the left, use Pascal's rule on the right
    rcases a with _ | a <;> rcases b with _ | b
    · simp only [csfCount_succ_zero, Nat.cast_add, ih, csfCount_highSpin, Nat.choose_succ_succ']
      simp only [zero_add, add_zero, Nat.choose_zero_right, Nat.cast_one]
      ring_nf
    · simp only [csfCount_succ_succ, Nat.cast_add, ih, csfCount_highSpin, Nat.choose_succ_succ']
      simp only [zero_add, Nat.choose_zero_right, Nat.cast_one]
      ring_nf
    · simp only [csfCount_succ_zero, Nat.cast_add, ih, Nat.choose_succ_succ']
      ring_nf
    · simp only [csfCount_succ_succ, Nat.cast_add, ih, Nat.choose_succ_succ']
      ring_nf

/-- Weyl-Paldus formula: `K + 1` times the number of CSFs with `2 * a + b` electrons and
spin `b / 2` is `(b + 1) * C(K+1, a) * C(K+1, a+b+1)`. -/
theorem weyl_paldus (K a b : ℕ) : (K + 1) * csfCount K a b =
    (b + 1) * ((K + 1).choose a * (K + 1).choose (a + b + 1)) := by
  rcases a with _ | a
  · have h := Nat.add_one_mul_choose_eq K b
    simp only [csfCount_highSpin, zero_add, Nat.choose_zero_right, one_mul]
    linarith
  · have h := csfCount_eq_sub K a b
    have h1 : ((K : ℤ) + 1) * K.choose a = (K.choose a + K.choose (a + 1)) * (a + 1) := by
      have := Nat.add_one_mul_choose_eq K a
      rw [Nat.choose_succ_succ'] at this
      exact_mod_cast this
    have h2 : ((K : ℤ) + 1) * K.choose (a + b + 1) =
        (K.choose (a + b + 1) + K.choose (a + b + 2)) * (a + b + 1 + 1) := by
      have := Nat.add_one_mul_choose_eq K (a + b + 1)
      rw [Nat.choose_succ_succ'] at this
      exact_mod_cast this
    have e : (K + 1).choose (a + 1 + b + 1) = K.choose (a + b + 1) + K.choose (a + b + 2) :=
      (congrArg (K + 1).choose (show a + 1 + b + 1 = a + b + 1 + 1 by omega)).trans
        (Nat.choose_succ_succ' K (a + b + 1))
    rw [e, Nat.choose_succ_succ' K a]
    zify
    rw [h]
    linear_combination ((K.choose a : ℤ) + K.choose (a + 1)) * h2 -
      ((K.choose (a + b + 1) : ℤ) + K.choose (a + b + 2)) * h1

/-- Vandermonde convolution of two equal rows of binomials, shifted by `d`. -/
theorem sum_choose_shift (n d : ℕ) :
    ∑ a ∈ Finset.range (n + 1), n.choose a * n.choose (a + d) = (2 * n).choose (n + d) := by
  have h := Finset.sum_range_reflect (fun i => n.choose i * n.choose (n + d - i)) (n + 1)
  calc ∑ a ∈ Finset.range (n + 1), n.choose a * n.choose (a + d)
      = ∑ j ∈ Finset.range (n + 1),
          n.choose (n + 1 - 1 - j) * n.choose (n + d - (n + 1 - 1 - j)) :=
        Finset.sum_congr rfl (fun j hj => by
          have hj' : j ≤ n := by
            have := Finset.mem_range.mp hj
            omega
          rw [show n + 1 - 1 - j = n - j by omega, Nat.choose_symm hj',
            show n + d - (n - j) = j + d by omega])
    _ = ∑ i ∈ Finset.range (n + 1), n.choose i * n.choose (n + d - i) := h
    _ = ∑ i ∈ Finset.range (n + d + 1), n.choose i * n.choose (n + d - i) :=
        Finset.sum_subset
          (fun i hi => by
            have := Finset.mem_range.mp hi
            exact Finset.mem_range.mpr (by omega))
          (fun i _ hi => by
            have hi' : n < i := by
              simp only [Finset.mem_range] at hi
              omega
            rw [Nat.choose_eq_zero_of_lt hi', zero_mul])
    _ = (2 * n).choose (n + d) := by
        rw [two_mul, Nat.add_choose_eq, Finset.Nat.sum_antidiagonal_eq_sum_range_succ_mk]

/-- `K + 1` times the number of CSFs of spin `b / 2`, summed over all electron numbers,
is `(b + 1) * C(2K+2, K+b+2)`. -/
theorem total_fixed_spin (K b : ℕ) :
    (K + 1) * ∑ a ∈ Finset.range (K + 1), csfCount K a b =
      (b + 1) * (2 * (K + 1)).choose (K + b + 2) := by
  have h := sum_choose_shift (K + 1) (b + 1)
  rw [Finset.sum_range_succ,
    Nat.choose_eq_zero_of_lt (show K + 1 < K + 1 + (b + 1) by omega), mul_zero, add_zero] at h
  rw [Finset.mul_sum, Finset.sum_congr rfl (fun a _ => weyl_paldus K a b), ← Finset.mul_sum,
    show K + b + 2 = K + 1 + (b + 1) by omega]
  exact congrArg ((b + 1) * ·) h

/-- The singlet CSFs of `K` spatial orbitals, summed over all even electron numbers `2 * a`,
number exactly `catalan (K + 1)`. -/
theorem total_singlets (K : ℕ) :
    ∑ a ∈ Finset.range (K + 1), csfCount K a 0 = catalan (K + 1) := by
  have h1 : (K + 1) * ∑ a ∈ Finset.range (K + 1), csfCount K a 0 =
      (2 * (K + 1)).choose (K + 1 + 1) := (total_fixed_spin K 0).trans (one_mul _)
  have h2 := succ_mul_catalan_eq_centralBinom (K + 1)
  rw [Nat.centralBinom_eq_two_mul_choose] at h2
  have h3 := Nat.choose_succ_right_eq (2 * (K + 1)) (K + 1)
  rw [show 2 * (K + 1) - (K + 1) = K + 1 by omega] at h3
  -- compare the two neighbouring binomials, then cancel the positive prefactor
  apply Nat.eq_of_mul_eq_mul_left (show 0 < (K + 1) * (K + 1 + 1) by positivity)
  calc (K + 1) * (K + 1 + 1) * ∑ a ∈ Finset.range (K + 1), csfCount K a 0
      = ((K + 1) * ∑ a ∈ Finset.range (K + 1), csfCount K a 0) * (K + 1 + 1) := by ring
    _ = (2 * (K + 1)).choose (K + 1 + 1) * (K + 1 + 1) := by rw [h1]
    _ = (2 * (K + 1)).choose (K + 1) * (K + 1) := h3
    _ = (K + 1) * (K + 1 + 1) * catalan (K + 1) := by rw [← h2]; ring

/-- The rational singlet dimensions `C(K+1, a+1) * C(K+1, a) / (K+1)`, summed over `a` from
`0` to `K`, give `catalan (K + 1)`. -/
theorem sum_singlet_dimensions (K : ℕ) :
    ∑ a ∈ Finset.range (K + 1),
      ((K + 1).choose (a + 1) * (K + 1).choose a : ℚ) / (K + 1) = catalan (K + 1) := by
  rw [← total_singlets, Nat.cast_sum]
  refine Finset.sum_congr rfl (fun a _ => ?_)
  have h : (K + 1) * csfCount K a 0 = (K + 1).choose a * (K + 1).choose (a + 1) :=
    (weyl_paldus K a 0).trans (one_mul _)
  have hq : ((K : ℚ) + 1) * csfCount K a 0 =
      (K + 1).choose a * (K + 1).choose (a + 1) := by exact_mod_cast h
  rw [div_eq_iff (show (K : ℚ) + 1 ≠ 0 by positivity)]
  linear_combination -hq

end SingletCSFCatalan
```

```lean
#print axioms SingletCSFCatalan.orbital_bound
-- 'SingletCSFCatalan.orbital_bound' depends on axioms: [propext, Quot.sound]
#print axioms SingletCSFCatalan.total_singlets
-- 'SingletCSFCatalan.total_singlets' depends on axioms: [propext, Classical.choice, Quot.sound]
#print axioms SingletCSFCatalan.sum_singlet_dimensions
-- 'SingletCSFCatalan.sum_singlet_dimensions' depends on axioms: [propext, Classical.choice, Quot.sound]
```

## How the lemmas carry the count

`orbital_bound` shows that a + b ≤ K, so the summation range misses no CSF. The four `split…` equivalences remove the last orbital; there are four because some steps are impossible when a or b is zero. `finite_stepVector` uses them to prove finiteness, which matters because `Nat.card` assigns 0 to an infinite type.

`csfCount_highSpin` treats a = 0. `csfCount_eq_sub` treats the rest, with `a + 1` in place of the a above, and works in ℤ so that the subtraction is genuine. Its induction rewrites with the recursions and Pascal's rule, and `ring_nf` matches the products.

In `weyl_paldus`, `h1` and `h2` are two of the four binomial ratios; Pascal's rule supplies the others, and `linear_combination` combines them. `sum_choose_shift` reverses the summation order to reach Vandermonde's identity, and `total_fixed_spin` applies it at any spin. `total_singlets` compares the neighbouring binomials C(2n,n+1) and C(2n,n) and cancels a positive factor. `sum_singlet_dimensions` then identifies each rational term with a CSF count.
